# Two spin-½ rotations compose to a single rotation

For real unit vectors n and m and real numbers a and b, there are an angle c in [0, π] and a real unit vector k such that

exp(ia n·σ) exp(ib m·σ) = exp(ic k·σ)

cos c = cos a cos b − (n·m) sin a sin b

Here n·σ = n₀σ_x + n₁σ_y + n₂σ_z, with components numbered from 0 and σ_x, σ_y, σ_z the Pauli matrices. The same holds without the cosine formula for any finite sequence of such factors: their product is again one exponential of this form.

## Rotations of a single spin

A spin-½ with Hamiltonian H = (ħω/2) n·σ, held constant for a time t, evolves by exp(−iHt/ħ) = exp(ia n·σ) with a = −ωt/2. The parameter a is therefore half the rotation angle of the spin direction, up to sign. In the product above, the factor with m acts on the state first.

For one isolated qubit driven by ideal, piecewise constant fields, a whole sequence of pulses can thus be replaced by one rotation. Relaxation, noise and coupling to other spins are absent from this model.

## The statement in terms of matrices

The function `pauliDot` sends a real three-vector, of type `Fin 3 → ℝ`, to the complex 2×2 matrix n·σ, whose rows are (n₂, n₀ − i n₁) and (n₀ + i n₁, −n₂). `spinRot a n` is the matrix exponential of ia n·σ, defined by `NormedSpace.exp` and not by its cosine and sine form. The hypothesis `n ⬝ᵥ n = 1` says that n has unit length.

The main theorem is `spinRot_mul`. Its condition `c ∈ Set.Icc 0 Real.pi` places c between 0 and π, where the cosine is injective, so the cosine formula fixes c. The axis k is only said to exist; the theorem gives no formula for it. Nor does it expand the logarithm of the product in nested commutators, as the Baker–Campbell–Hausdorff series does.

`spinRot_list_prod` treats a list of pairs (angle, axis), multiplied from left to right, so that the last pair acts first on a state. The list may be empty: the product is then the identity, which is a rotation with c = 0 about any axis.

## Euler's formula for n·σ

Write N = n·σ. The diagonal entries of N² are both

n₂² + (n₀ − i n₁)(n₀ + i n₁) = n₀² + n₁² + n₂² = 1

and the off-diagonal entries cancel, for instance n₂(n₀ − i n₁) − (n₀ − i n₁)n₂ = 0. Hence N² = 1, every even power of N is 1, and every odd power is N. The exponential series splits accordingly:

exp(iaN) = Σⱼ (ia)²ʲ/(2j)! + N Σⱼ (ia)²ʲ⁺¹/(2j+1)! = cos a + i sin a N

with j running over 0, 1, 2, … in both sums.

Since N is hermitian, the adjoint of this matrix is cos a − i sin a N, and

(cos a + i sin a N)(cos a − i sin a N) = cos² a + sin² a N² = 1

so the rotation is unitary. With p = cos a and q = i sin a, its determinant is

(p + q n₂)(p − q n₂) − q²(n₀ − i n₁)(n₀ + i n₁) = p² − q²(n·n) = cos² a + sin² a = 1

Every rotation therefore lies in SU(2), the group of unitary 2×2 matrices with determinant one. Because N has trace zero, the trace of the rotation is 2 cos a.

## Every SU(2) matrix is one exponential

Let U be in SU(2), with entries U₀₀, U₀₁, U₁₀, U₁₁. Its inverse is its adjoint, because U is unitary, and also its adjugate, because det U = 1. Comparing the two gives

U₁₁ = U₀₀*, U₀₁ = −U₁₀*

Four real parameters remain. Call them w = Re U₀₀ and v = (Im U₁₀, −Re U₁₀, Im U₀₀). The determinant condition becomes

w² + v·v = 1

Thus |w| ≤ 1, and c = arccos w lies in [0, π] with cos c = w and v·v = sin² c. If sin c ≠ 0, set k = v/sin c, which is a unit vector. If sin c = 0, then v = 0 and any unit vector serves as k. In both cases v = sin c k. Putting this back into the entries gives

U = cos c + i sin c k·σ = exp(ic k·σ)

## The angle from the trace

The product of two elements of SU(2) is in SU(2), so exp(ia n·σ) exp(ib m·σ) equals exp(ic k·σ) for some c and k as above. It remains to find cos c. With M = m·σ,

Tr[(cos a + i sin a N)(cos b + i sin b M)] = 2 cos a cos b − sin a sin b Tr(NM)

since the terms linear in N or M have no trace. The diagonal entries of NM are n₂m₂ + (n₀ − i n₁)(m₀ + i m₁) and its complex conjugate, so Tr(NM) = 2 n·m. The other side has trace 2 cos c, and division by 2 gives the formula.

For a longer sequence, the product stays in SU(2) by the same closure, and is again a single exponential.

## Small angles

When a and b are small, expanding the cosines and sines to second order gives

c² ≈ a² + b² + 2ab n·m = |a n + b m|²

This formula gives only the length. For the direction, compare the two sides of the product to first order: they are 1 + i(a n + b m)·σ and 1 + ic k·σ. Hence c k ≈ a n + b m, so to leading order the vectors a n and b m simply add. This corresponds to the first term of the Baker–Campbell–Hausdorff series, in which the exponents are summed and their commutator is neglected.

## The complete Lean file

```lean
import Mathlib

open Matrix

namespace PauliComposition

/-- The Pauli matrix `n·σ` along the real three-vector `n`. -/
noncomputable def pauliDot (n : Fin 3 → ℝ) : Matrix (Fin 2) (Fin 2) ℂ :=
  !![(n 2 : ℂ), (n 0 : ℂ) - (n 1 : ℂ) * Complex.I;
     (n 0 : ℂ) + (n 1 : ℂ) * Complex.I, -(n 2 : ℂ)]

/-- The spin rotation `exp(i a n·σ)`, as a matrix exponential. -/
noncomputable def spinRot (a : ℝ) (n : Fin 3 → ℝ) : Matrix (Fin 2) (Fin 2) ℂ :=
  NormedSpace.exp (((a : ℂ) * Complex.I) • pauliDot n)

/-- The entries of the matrix `p + q n·σ`. -/
theorem add_smul_pauliDot (p q : ℂ) (n : Fin 3 → ℝ) :
    p • (1 : Matrix (Fin 2) (Fin 2) ℂ) + q • pauliDot n =
      !![p + q * (n 2 : ℂ), q * ((n 0 : ℂ) - (n 1 : ℂ) * Complex.I);
         q * ((n 0 : ℂ) + (n 1 : ℂ) * Complex.I), p - q * (n 2 : ℂ)] := by
  ext i j
  fin_cases i <;> fin_cases j <;> simp [pauliDot, sub_eq_add_neg]

/-- The Pauli matrix along a unit vector squares to the identity. -/
theorem pauliDot_sq {n : Fin 3 → ℝ} (hn : n ⬝ᵥ n = 1) :
    pauliDot n * pauliDot n = 1 := by
  rw [dotProduct, Fin.sum_univ_three] at hn
  have hc : (n 0 : ℂ) * n 0 + (n 1 : ℂ) * n 1 + (n 2 : ℂ) * n 2 = 1 := by exact_mod_cast hn
  rw [pauliDot, Matrix.mul_fin_two, Matrix.one_fin_two]
  generalize (n 0 : ℂ) = x at hc ⊢
  generalize (n 1 : ℂ) = y at hc ⊢
  generalize (n 2 : ℂ) = z at hc ⊢
  have e00 : z * z + (x - y * Complex.I) * (x + y * Complex.I) = 1 := by
    linear_combination hc - y ^ 2 * Complex.I_sq
  have e01 : z * (x - y * Complex.I) + (x - y * Complex.I) * -z = 0 := by ring
  have e10 : (x + y * Complex.I) * z + -z * (x + y * Complex.I) = 0 := by ring
  have e11 : (x + y * Complex.I) * (x - y * Complex.I) + -z * -z = 1 := by
    linear_combination hc - y ^ 2 * Complex.I_sq
  rw [e00, e01, e10, e11]

/-- Euler's formula for spin: `exp(i a n·σ) = cos a + i sin a n·σ` for a unit vector `n`. -/
theorem spinRot_eq (a : ℝ) {n : Fin 3 → ℝ} (hn : n ⬝ᵥ n = 1) :
    spinRot a n = (Real.cos a : ℂ) • (1 : Matrix (Fin 2) (Fin 2) ℂ)
      + ((Real.sin a : ℂ) * Complex.I) • pauliDot n := by
  have hA := pauliDot_sq hn
  unfold spinRot
  generalize pauliDot n = A at hA ⊢
  -- even powers of `n·σ` are the identity, odd powers are `n·σ`
  have he : ∀ k : ℕ, ((2 * k).factorial : ℂ)⁻¹ • (((a : ℂ) * Complex.I) • A) ^ (2 * k)
      = (((a : ℂ) * Complex.I) ^ (2 * k) / ((2 * k).factorial : ℂ)) •
        (1 : Matrix (Fin 2) (Fin 2) ℂ) := by
    intro k
    rw [smul_pow, pow_mul A, pow_two A, hA, one_pow, smul_smul, div_eq_inv_mul]
  have ho : ∀ k : ℕ,
      ((2 * k + 1).factorial : ℂ)⁻¹ • (((a : ℂ) * Complex.I) • A) ^ (2 * k + 1)
      = (((a : ℂ) * Complex.I) ^ (2 * k + 1) / ((2 * k + 1).factorial : ℂ)) • A := by
    intro k
    rw [smul_pow, pow_succ A, pow_mul A, pow_two A, hA, one_pow, one_mul, smul_smul,
      div_eq_inv_mul]
  have hI : ∀ x : ℂ, x / Complex.I * Complex.I = x := by
    intro x
    rw [div_mul_eq_mul_div, mul_div_assoc, div_self Complex.I_ne_zero, mul_one]
  -- the two halves of the series are the cosine and sine series
  have hcos : HasSum (fun k : ℕ =>
      ((2 * k).factorial : ℂ)⁻¹ • (((a : ℂ) * Complex.I) • A) ^ (2 * k))
      (Complex.cos a • (1 : Matrix (Fin 2) (Fin 2) ℂ)) := by
    simp only [he]
    exact (Complex.hasSum_cos' (a : ℂ)).smul_const 1
  have hsin : HasSum (fun k : ℕ =>
      ((2 * k + 1).factorial : ℂ)⁻¹ • (((a : ℂ) * Complex.I) • A) ^ (2 * k + 1))
      ((Complex.sin a * Complex.I) • A) := by
    simp only [ho]
    have h := ((Complex.hasSum_sin' (a : ℂ)).mul_right Complex.I).smul_const A
    simpa only [hI] using h
  have key := HasSum.even_add_odd
    (f := fun k : ℕ => (k.factorial : ℂ)⁻¹ • (((a : ℂ) * Complex.I) • A) ^ k) hcos hsin
  rw [NormedSpace.exp_eq_tsum ℂ, Complex.ofReal_cos, Complex.ofReal_sin]
  exact key.tsum_eq

/-- Every spin rotation about a unit vector is unitary with determinant one. -/
theorem spinRot_mem (a : ℝ) {n : Fin 3 → ℝ} (hn : n ⬝ᵥ n = 1) :
    spinRot a n ∈ Matrix.specialUnitaryGroup (Fin 2) ℂ := by
  rw [Matrix.mem_specialUnitaryGroup_iff, Matrix.mem_unitaryGroup_iff, spinRot_eq a hn]
  have h1 : (Real.sin a : ℂ) ^ 2 + (Real.cos a : ℂ) ^ 2 = 1 := by
    exact_mod_cast Real.sin_sq_add_cos_sq a
  have hp : star (Real.cos a : ℂ) = (Real.cos a : ℂ) := Complex.conj_ofReal _
  have hr : star (Real.sin a : ℂ) = (Real.sin a : ℂ) := Complex.conj_ofReal _
  have hi : star Complex.I = -Complex.I := Complex.conj_I
  have hq : star ((Real.sin a : ℂ) * Complex.I) = -((Real.sin a : ℂ) * Complex.I) := by
    rw [star_mul', hr, hi, mul_neg]
  have hc : (Real.cos a : ℂ) ^ 2 - ((Real.sin a : ℂ) * Complex.I) ^ 2 = 1 := by
    linear_combination h1 - (Real.sin a : ℂ) ^ 2 * Complex.I_sq
  generalize (Real.sin a : ℂ) * Complex.I = q at hq hc ⊢
  generalize (Real.cos a : ℂ) = p at hp hc ⊢
  constructor
  · -- `n·σ` is hermitian and squares to one
    have hA := pauliDot_sq hn
    have hs : star (pauliDot n) = pauliDot n := by
      ext i j
      fin_cases i <;> fin_cases j <;> apply Complex.ext <;>
        simp [pauliDot, Matrix.star_apply]
    rw [star_add, star_smul, star_smul, star_one, hs, hp, hq]
    generalize pauliDot n = A at hA ⊢
    simp only [add_mul, mul_add, smul_mul_assoc, mul_smul_comm, one_mul, mul_one, hA]
    ext i j
    simp only [Matrix.add_apply, Matrix.smul_apply, smul_eq_mul]
    linear_combination ((1 : Matrix (Fin 2) (Fin 2) ℂ) i j) * hc
  · rw [dotProduct, Fin.sum_univ_three] at hn
    have hN : (n 0 : ℂ) * n 0 + (n 1 : ℂ) * n 1 + (n 2 : ℂ) * n 2 = 1 := by
      exact_mod_cast hn
    rw [add_smul_pauliDot, Matrix.det_fin_two_of]
    linear_combination hc - q ^ 2 * hN + q ^ 2 * (n 1 : ℂ) ^ 2 * Complex.I_sq

/-- The trace of `exp(i a n·σ)` is `2 cos a` for a unit vector `n`. -/
theorem trace_spinRot (a : ℝ) {n : Fin 3 → ℝ} (hn : n ⬝ᵥ n = 1) :
    (spinRot a n).trace = ((2 * Real.cos a : ℝ) : ℂ) := by
  rw [spinRot_eq a hn, add_smul_pauliDot, Matrix.trace_fin_two_of]
  push_cast
  ring

/-- A real three-vector of squared length `s²` is `s` times a unit vector. -/
theorem exists_axis {v : Fin 3 → ℝ} {s : ℝ} (h : v ⬝ᵥ v = s ^ 2) :
    ∃ k : Fin 3 → ℝ, k ⬝ᵥ k = 1 ∧ ∀ i, v i = s * k i := by
  by_cases hs : s = 0
  · have hv : v = 0 := dotProduct_self_eq_zero.1 (by rw [h, hs]; norm_num)
    exact ⟨![0, 0, 1], by simp [dotProduct, Fin.sum_univ_three], fun i => by simp [hv, hs]⟩
  · obtain ⟨t, ht⟩ : ∃ t : ℝ, t * s = 1 := ⟨s⁻¹, inv_mul_cancel₀ hs⟩
    refine ⟨fun i => t * v i, ?_, fun i => by linear_combination (-(v i)) * ht⟩
    simp only [dotProduct, Fin.sum_univ_three] at h ⊢
    linear_combination t ^ 2 * h + (t * s + 1) * ht

/-- Every matrix in SU(2) is a single exponential `exp(i c k·σ)` with `k` a real unit vector
and `c` between `0` and `π`. -/
theorem exists_spinRot {U : Matrix (Fin 2) (Fin 2) ℂ}
    (hU : U ∈ Matrix.specialUnitaryGroup (Fin 2) ℂ) :
    ∃ c ∈ Set.Icc 0 Real.pi, ∃ k : Fin 3 → ℝ, k ⬝ᵥ k = 1 ∧ U = spinRot c k := by
  rw [Matrix.mem_specialUnitaryGroup_iff, Matrix.mem_unitaryGroup_iff] at hU
  obtain ⟨hu, hd⟩ := hU
  -- the adjoint is the inverse, hence the adjugate
  have hadj : star U = U.adjugate := by
    calc star U = (U.adjugate * U) * star U := by rw [Matrix.adjugate_mul, hd, one_smul, one_mul]
      _ = U.adjugate := by rw [mul_assoc, hu, mul_one]
  rw [Matrix.adjugate_fin_two] at hadj
  have e0 : star (U 0 0) = U 1 1 := congrFun (congrFun hadj 0) 0
  have e1 : star (U 1 0) = -U 0 1 := congrFun (congrFun hadj 0) 1
  have r0 : (U 0 0).re = (U 1 1).re := by simpa using congrArg Complex.re e0
  have i0 : -(U 0 0).im = (U 1 1).im := by simpa using congrArg Complex.im e0
  have r1 : (U 1 0).re = -(U 0 1).re := by simpa using congrArg Complex.re e1
  have i1 : -(U 1 0).im = -(U 0 1).im := by simpa using congrArg Complex.im e1
  have hn := congrArg Complex.re hd
  rw [Matrix.det_fin_two, Complex.sub_re, Complex.mul_re, Complex.mul_re, Complex.one_re] at hn
  clear hadj hu hd e0 e1
  have r1' : (U 0 1).re = -(U 1 0).re := by linarith
  have i1' : (U 0 1).im = (U 1 0).im := by linarith
  rw [← r0, ← i0, r1', i1'] at hn
  -- polar form of the four real parameters
  have habs : |(U 0 0).re| ≤ 1 := (sq_le_one_iff_abs_le_one _).1 (by
    linarith [sq_nonneg (U 0 0).im, sq_nonneg (U 1 0).re, sq_nonneg (U 1 0).im])
  obtain ⟨c, hc, hcos⟩ : ∃ c ∈ Set.Icc 0 Real.pi, Real.cos c = (U 0 0).re :=
    ⟨Real.arccos (U 0 0).re, ⟨Real.arccos_nonneg _, Real.arccos_le_pi _⟩,
      Real.cos_arccos (abs_le.1 habs).1 (abs_le.1 habs).2⟩
  have h1 := Real.sin_sq_add_cos_sq c
  rw [hcos] at h1
  obtain ⟨k, hk, hv⟩ := exists_axis (v := ![(U 1 0).im, -(U 1 0).re, (U 0 0).im])
    (s := Real.sin c) (by simp [dotProduct, Fin.sum_univ_three]; linarith)
  refine ⟨c, hc, k, hk, ?_⟩
  rw [spinRot_eq c hk, hcos]
  clear h1 hn habs hcos
  generalize Real.sin c = S at hv ⊢
  have v0 : (U 1 0).im = S * k 0 := hv 0
  have v1 : -(U 1 0).re = S * k 1 := hv 1
  have v2 : (U 0 0).im = S * k 2 := hv 2
  ext i j
  fin_cases i <;> fin_cases j <;> apply Complex.ext <;> simp [pauliDot] <;> linarith

/-- Two successive spin rotations about unit vectors `n` and `m` are one rotation about a unit
vector `k`, with `cos c = cos a cos b - (n·m) sin a sin b`. -/
theorem spinRot_mul (a b : ℝ) {n m : Fin 3 → ℝ} (hn : n ⬝ᵥ n = 1) (hm : m ⬝ᵥ m = 1) :
    ∃ c ∈ Set.Icc 0 Real.pi, ∃ k : Fin 3 → ℝ, k ⬝ᵥ k = 1 ∧
      spinRot a n * spinRot b m = spinRot c k ∧
      Real.cos c = Real.cos a * Real.cos b - (n ⬝ᵥ m) * (Real.sin a * Real.sin b) := by
  obtain ⟨c, hc, k, hk, h⟩ := exists_spinRot (mul_mem (spinRot_mem a hn) (spinRot_mem b hm))
  refine ⟨c, hc, k, hk, h, ?_⟩
  -- compare the traces of the two sides
  have ht : ((2 * Real.cos c : ℝ) : ℂ) = ((2 * (Real.cos a * Real.cos b
      - (n ⬝ᵥ m) * (Real.sin a * Real.sin b)) : ℝ) : ℂ) := by
    rw [← trace_spinRot c hk, ← h, spinRot_eq a hn, spinRot_eq b hm, add_smul_pauliDot,
      add_smul_pauliDot, Matrix.mul_fin_two, Matrix.trace_fin_two_of, dotProduct,
      Fin.sum_univ_three]
    generalize Real.cos a = C
    generalize Real.sin a = S
    generalize Real.cos b = D
    generalize Real.sin b = T
    push_cast
    linear_combination (2 * (S : ℂ) * T * ((n 0 : ℂ) * m 0 + (n 2 : ℂ) * m 2
      + (n 1 : ℂ) * m 1 * (1 - Complex.I ^ 2))) * Complex.I_sq
  have ht' := Complex.ofReal_injective ht
  linarith

/-- Any finite sequence of spin rotations about unit vectors equals a single spin rotation. -/
theorem spinRot_list_prod (l : List (ℝ × (Fin 3 → ℝ))) (hl : ∀ p ∈ l, p.2 ⬝ᵥ p.2 = 1) :
    ∃ c ∈ Set.Icc 0 Real.pi, ∃ k : Fin 3 → ℝ, k ⬝ᵥ k = 1 ∧
      (l.map fun p => spinRot p.1 p.2).prod = spinRot c k := by
  apply exists_spinRot
  apply list_prod_mem
  intro x hx
  obtain ⟨p, hp, rfl⟩ := List.mem_map.1 hx
  exact spinRot_mem p.1 (hl p hp)

end PauliComposition
```

```lean
#print axioms PauliComposition.spinRot_mul
-- 'PauliComposition.spinRot_mul' depends on axioms: [propext, Classical.choice, Quot.sound]
#print axioms PauliComposition.spinRot_list_prod
-- 'PauliComposition.spinRot_list_prod' depends on axioms: [propext, Classical.choice, Quot.sound]
```

## How the proof follows the derivation

`pauliDot_sq` computes N² entry by entry. The unit-length condition is first carried from the real to the complex numbers, and `linear_combination` then closes the diagonal entries using i² = −1.

In `spinRot_eq`, the facts `he` and `ho` reduce the even and odd terms of the exponential series. Mathlib's cosine and sine series give the sums `hcos` and `hsin`, and `HasSum.even_add_odd` joins the two halves into the full series. From there on, the exponential can be handled as a matrix with known entries, which `add_smul_pauliDot` lists.

`spinRot_mem` proves unitarity and unit determinant. It replaces cos a and i sin a by letters p and q, keeping only their behaviour under conjugation and the identity p² − q² = 1, as in the determinant calculation above. `trace_spinRot` reads off the trace.

The converse is in `exists_spinRot`. The short `calc` block identifies the adjoint with the adjugate, and the equations `r0`, `i0`, `r1` and `i1` are the real and imaginary parts of the resulting relations between entries. The arccosine supplies c. The lemma `exists_axis` supplies k, including the case sin c = 0, where it chooses the z axis. The final line checks the real and imaginary parts of all four entries.

In `spinRot_mul`, `mul_mem` expresses closure of SU(2) under multiplication, and `exists_spinRot` turns the product into one rotation. The equation `ht` compares the traces as complex numbers; `Complex.ofReal_injective` returns it to the reals, and `linarith` removes the factor 2. `spinRot_list_prod` needs no trace: `list_prod_mem` gives closure for the whole list, and `exists_spinRot` does the rest.
